# Three conjugate-gradient coefficients coincide on a strictly convex quadratic energy

Suppose a set of orbital coefficients or atomic positions is being relaxed towards an energy minimum by conjugate gradients. Each new search direction is the downhill direction plus some multiple of the previous one. Fletcher-Reeves, Polak-Ribière and Hestenes-Stiefel give three formulas for that multiple, and on a general energy surface they can give different numbers. Do they agree when the surface is exactly quadratic, with positive curvature in every direction, and each line search is exact?

They do, at every step that starts from a nonzero gradient, when the run starts along the negative gradient and uses Fletcher-Reeves coefficients.

## The energy and its line search

```lean
import Mathlib

open Matrix

namespace NonlinearConjugateGradient

noncomputable section

variable {n : Type*} [Fintype n]
```

Here `n` is a finite set of labels, not a number. A vector is a function `n → ℝ`, which assigns a real component to each label.

```lean
/-- The quadratic energy `E(x) = ½ x·Ax - b·x`. -/
def energy (A : Matrix n n ℝ) (b x : n → ℝ) : ℝ := 1 / 2 * (x ⬝ᵥ A *ᵥ x) - b ⬝ᵥ x
```

This is $E(x)=\tfrac12\,x\cdot Ax-b\cdot x$, with $x$ the configuration, $A$ the matrix of second derivatives (once it is assumed symmetric) and $b$ a constant force. Lean writes the dot product as `⬝ᵥ` and matrix times vector as `*ᵥ`.

```lean
/-- The energy gradient `Ax - b`. -/
def grad (A : Matrix n n ℝ) (b x : n → ℝ) : n → ℝ := A *ᵥ x - b
```

The gradient is defined by the formula $Ax-b$; the theorem `energy_add` below justifies the name when $A$ is symmetric.

```lean
/-- The line-search step length from `x` along `d`. -/
def lineStep (A : Matrix n n ℝ) (b x d : n → ℝ) : ℝ :=
  -(grad A b x ⬝ᵥ d) / (d ⬝ᵥ A *ᵥ d)
```

From $x$ along $d$, the step length is $-\dfrac{(Ax-b)\cdot d}{d\cdot Ad}$: minus the slope divided by the curvature along the line.

```lean
/-- Fletcher-Reeves coefficient from the old gradient `g` and the new gradient `g'`. -/
def fletcherReeves (g g' : n → ℝ) : ℝ := (g' ⬝ᵥ g') / (g ⬝ᵥ g)
```

With old gradient $g$ and new gradient $g'$, the Fletcher-Reeves coefficient is $\beta^{FR}=\dfrac{g'\cdot g'}{g\cdot g}$.

```lean
/-- Polak-Ribière coefficient from the old gradient `g` and the new gradient `g'`. -/
def polakRibiere (g g' : n → ℝ) : ℝ := (g' ⬝ᵥ (g' - g)) / (g ⬝ᵥ g)
```

Polak-Ribière changes the numerator: $\beta^{PR}=\dfrac{g'\cdot(g'-g)}{g\cdot g}$.

```lean
/-- Hestenes-Stiefel coefficient from the old direction `d` and the gradients `g`, `g'`. -/
def hestenesStiefel (d g g' : n → ℝ) : ℝ := (g' ⬝ᵥ (g' - g)) / (d ⬝ᵥ (g' - g))
```

Hestenes-Stiefel also changes the denominator, using the old direction $d$: $\beta^{HS}=\dfrac{g'\cdot(g'-g)}{d\cdot(g'-g)}$.

## The algorithm as a recursion

```lean
/-- The pair (point, search direction) after `k` steps of Fletcher-Reeves conjugate gradients,
started at `x₀` along the negative gradient. -/
def run (A : Matrix n n ℝ) (b x₀ : n → ℝ) : ℕ → (n → ℝ) × (n → ℝ)
  | 0 => (x₀, -grad A b x₀)
  | k + 1 =>
    let p := run A b x₀ k
    let x' := p.1 + lineStep A b p.1 p.2 • p.2
    (x', -grad A b x' + fletcherReeves (grad A b p.1) (grad A b x') • p.2)
```

`run` returns the pair $(x_k,d_k)$ of point and direction after $k$ steps. It starts with $d_0=-g_0$. Each step moves to $x_{k+1}=x_k+\alpha_k d_k$ and sets $d_{k+1}=-g_{k+1}+\beta_k d_k$, where $\beta_k$ is the Fletcher-Reeves coefficient.

```lean
/-- The gradient at step `k` of the run. -/
def gradAt (A : Matrix n n ℝ) (b x₀ : n → ℝ) (k : ℕ) : n → ℝ := grad A b (run A b x₀ k).1
```

This names the gradient $g_k=Ax_k-b$.

```lean
/-- The search direction at step `k` of the run. -/
def dirAt (A : Matrix n n ℝ) (b x₀ : n → ℝ) (k : ℕ) : n → ℝ := (run A b x₀ k).2
```

This names the direction $d_k$.

```lean
/-- The step length at step `k` of the run. -/
def stepAt (A : Matrix n n ℝ) (b x₀ : n → ℝ) (k : ℕ) : ℝ :=
  lineStep A b (run A b x₀ k).1 (run A b x₀ k).2
```

This names the step length $\alpha_k$.

```lean
variable {A : Matrix n n ℝ} {b x₀ : n → ℝ}

local notation "𝐠" => gradAt A b x₀
local notation "𝐝" => dirAt A b x₀
local notation "𝐚" => stepAt A b x₀

/-- A symmetric matrix defines a symmetric bilinear form. -/
theorem dot_symm (hS : A.IsSymm) (u v : n → ℝ) : u ⬝ᵥ A *ᵥ v = v ⬝ᵥ A *ᵥ u := by
  rw [dotProduct_mulVec, ← mulVec_transpose, hS.eq, dotProduct_comm]
```

The symbols `𝐠`, `𝐝` and `𝐚` abbreviate $g$, $d$ and $\alpha$ for a fixed $A$, $b$ and starting point $x_0$. The lemma says $u\cdot Av=v\cdot Au$ for symmetric $A$. The proof moves $A$ to the other factor as its transpose, which is $A$ again.

```lean
/-- A nonzero vector has positive squared length. -/
theorem dot_self_pos {v : n → ℝ} (hv : v ≠ 0) : 0 < v ⬝ᵥ v :=
  lt_of_le_of_ne (Finset.sum_nonneg fun i _ => mul_self_nonneg (v i))
    (Ne.symm fun h => hv (dotProduct_self_eq_zero.mp h))
```

A sum of squares is nonnegative, and it vanishes only for the zero vector.

## Why the line search is exact

```lean
/-- For symmetric `A`, the exact second-order expansion of the energy about `x`, with linear term
`grad`. -/
theorem energy_add (hS : A.IsSymm) (x v : n → ℝ) :
    energy A b (x + v) = energy A b x + grad A b x ⬝ᵥ v + 1 / 2 * (v ⬝ᵥ A *ᵥ v) := by
  have h := dot_symm hS v x
  have h2 : (A *ᵥ x) ⬝ᵥ v = v ⬝ᵥ A *ᵥ x := dotProduct_comm _ _
  simp only [energy, grad, mulVec_add, dotProduct_add, add_dotProduct, sub_dotProduct]
  linear_combination -h2 - (1 / 2) * h
```

Expanding $E(x+v)$ produces the mixed terms $\tfrac12(x\cdot Av+v\cdot Ax)$, which symmetry combines into $(Ax)\cdot v$. Hence

$$E(x+v)=E(x)+(Ax-b)\cdot v+\tfrac12\,v\cdot Av .$$

The linear term identifies $Ax-b$ as the gradient. In the proof, `simp only` expands the products and `linear_combination` checks the remaining algebra from the two symmetry relations.

```lean
/-- For symmetric positive definite `A` and nonzero `d`, the line search is exact: any other step
length along `d` gives a strictly higher energy. -/
theorem lineStep_minimizes (hS : A.IsSymm) (hP : ∀ v ≠ 0, 0 < v ⬝ᵥ A *ᵥ v)
    (x : n → ℝ) {d : n → ℝ} (hd : d ≠ 0) {t : ℝ} (ht : t ≠ lineStep A b x d) :
    energy A b (x + lineStep A b x d • d) < energy A b (x + t • d) := by
  have hc := hP d hd
  have ha : lineStep A b x d * (d ⬝ᵥ A *ᵥ d) = -(grad A b x ⬝ᵥ d) := by
    rw [lineStep, div_mul_cancel₀ _ hc.ne']
  have hsq : 0 < (d ⬝ᵥ A *ᵥ d) * (t - lineStep A b x d) ^ 2 :=
    mul_pos hc (lt_of_le_of_ne (sq_nonneg _) (pow_ne_zero 2 (sub_ne_zero.mpr ht)).symm)
  rw [energy_add hS, energy_add hS]
  simp only [mulVec_smul, dotProduct_smul, smul_dotProduct, smul_eq_mul]
  -- the energy difference is half the curvature times the square of `t - lineStep A b x d`
  linear_combination (1 / 2) * hsq + (lineStep A b x d - t) * ha
```

The hypothesis `hS` says that $A$ is symmetric, and `hP` that $v\cdot Av>0$ for every $v\neq0$. Physically, every displacement from the minimum costs energy, so there are no flat or unstable directions. Translating a free molecule or a whole crystal costs no energy, so for atomic positions `hP` holds only once such motions have been removed from the coordinates.

Write $a$ for the step length from $x$ along $d$, $c=d\cdot Ad>0$ and $g=Ax-b$, so that $ac=-g\cdot d$. For any other $t$,

$$E(x+td)-E(x+ad)=(t-a)\,g\cdot d+\tfrac12c\,(t^2-a^2)=\tfrac12c\,(t-a)^2>0 .$$

In Lean, `ha` is the relation for $ac$ and `hsq` is the positivity of $c(t-a)^2$.

## Relations between successive steps

```lean
/-- Along the run the gradient changes by the step length times `A` applied to the direction. -/
theorem grad_succ (k : ℕ) : 𝐠 (k + 1) = 𝐠 k + 𝐚 k • A *ᵥ 𝐝 k := by
  change A *ᵥ ((run A b x₀ k).1 + 𝐚 k • 𝐝 k) - b = (A *ᵥ (run A b x₀ k).1 - b) + _
  rw [mulVec_add, mulVec_smul]
  abel
```

Substituting the new point gives $g_{k+1}=A(x_k+\alpha_kd_k)-b=g_k+\alpha_kAd_k$.

```lean
/-- Once the gradient vanishes, the next gradient vanishes too. -/
theorem grad_stays_zero {k : ℕ} (h : 𝐠 k = 0) : 𝐠 (k + 1) = 0 := by
  have ha : 𝐚 k = 0 := by
    change -(𝐠 k ⬝ᵥ 𝐝 k) / (𝐝 k ⬝ᵥ A *ᵥ 𝐝 k) = 0
    rw [h]; simp
  rw [grad_succ, h, ha, zero_smul, add_zero]
```

If $g_k=0$, then $d_k=0$ as well: at $k=0$ because $d_0=-g_0$, and later because the Fletcher-Reeves coefficient in $d_k$ has numerator $g_k\cdot g_k=0$. So the point does not move and $g_{k+1}=0$. The formula for $\alpha_k$ then reads $0/0$, which Lean sets to $0$; the proof uses only that the numerator is zero. Read backwards, a nonzero $g_{k+1}$ implies a nonzero $g_k$, which is what the next induction needs.

```lean
/-- For symmetric positive definite `A`, at a nonzero gradient: the direction is a descent
direction, the step length is positive, the new gradient is orthogonal to the old direction and
gradient, and the new direction is `A`-conjugate to the old one. -/
theorem step_relations (hS : A.IsSymm) (hP : ∀ v ≠ 0, 0 < v ⬝ᵥ A *ᵥ v) (k : ℕ)
    (hk : 𝐠 k ≠ 0) :
    𝐠 k ⬝ᵥ 𝐝 k = -(𝐠 k ⬝ᵥ 𝐠 k) ∧ 0 < 𝐚 k ∧ 𝐠 (k + 1) ⬝ᵥ 𝐝 k = 0 ∧
      𝐠 (k + 1) ⬝ᵥ 𝐠 k = 0 ∧ 𝐝 (k + 1) ⬝ᵥ A *ᵥ 𝐝 k = 0 := by
  have hdir : ∀ k, 𝐝 (k + 1) = -𝐠 (k + 1) + fletcherReeves (𝐠 k) (𝐠 (k + 1)) • 𝐝 k :=
    fun _ => rfl
  -- two relations at step `k` give all the others
  have tail : ∀ k, 𝐠 k ≠ 0 → 𝐠 k ⬝ᵥ 𝐝 k = -(𝐠 k ⬝ᵥ 𝐠 k) →
      𝐠 k ⬝ᵥ A *ᵥ 𝐝 k = -(𝐝 k ⬝ᵥ A *ᵥ 𝐝 k) → 0 < 𝐚 k ∧ 𝐠 (k + 1) ⬝ᵥ 𝐝 k = 0 ∧
      𝐠 (k + 1) ⬝ᵥ 𝐠 k = 0 ∧ 𝐝 (k + 1) ⬝ᵥ A *ᵥ 𝐝 k = 0 := by
    intro k hk h1 h2
    have hgg := dot_self_pos hk
    have hd : 𝐝 k ≠ 0 := by
      intro h
      rw [h, dotProduct_zero] at h1
      linarith
    have hc := hP _ hd
    have ha : 𝐚 k * (𝐝 k ⬝ᵥ A *ᵥ 𝐝 k) = 𝐠 k ⬝ᵥ 𝐠 k := by
      have h : 𝐚 k = -(𝐠 k ⬝ᵥ 𝐝 k) / (𝐝 k ⬝ᵥ A *ᵥ 𝐝 k) := rfl
      rw [h, h1, neg_neg, div_mul_cancel₀ _ hc.ne']
    have hα : 0 < 𝐚 k := by
      by_contra h
      nlinarith [mul_nonneg (neg_nonneg.2 (not_lt.1 h)) hc.le]
    have e1 : 𝐠 (k + 1) ⬝ᵥ 𝐝 k = 0 := by
      rw [grad_succ k, add_dotProduct, smul_dotProduct, smul_eq_mul,
        dotProduct_comm (A *ᵥ 𝐝 k), h1, ha]
      ring
    have e2 : 𝐠 (k + 1) ⬝ᵥ 𝐠 k = 0 := by
      rw [grad_succ k, add_dotProduct, smul_dotProduct, smul_eq_mul,
        dotProduct_comm (A *ᵥ 𝐝 k), h2]
      linear_combination -ha
    refine ⟨hα, e1, e2, ?_⟩
    -- conjugacy is where the Fletcher-Reeves coefficient enters
    have e4 := congrArg (fun w => 𝐠 (k + 1) ⬝ᵥ w) (grad_succ (A := A) (b := b) (x₀ := x₀) k)
    simp only [dotProduct_add, dotProduct_smul, smul_eq_mul, e2] at e4
    have hβ : fletcherReeves (𝐠 k) (𝐠 (k + 1)) * (𝐠 k ⬝ᵥ 𝐠 k) = 𝐠 (k + 1) ⬝ᵥ 𝐠 (k + 1) := by
      rw [fletcherReeves, div_mul_cancel₀ _ hgg.ne']
    apply mul_left_cancel₀ hα.ne'
    rw [hdir, add_dotProduct, neg_dotProduct, smul_dotProduct, smul_eq_mul]
    linear_combination e4 + fletcherReeves (𝐠 k) (𝐠 (k + 1)) * ha + hβ
  induction k with
  | zero =>
    have h0 : 𝐝 0 = -𝐠 0 := rfl
    have h1 : 𝐠 0 ⬝ᵥ 𝐝 0 = -(𝐠 0 ⬝ᵥ 𝐠 0) := by rw [h0, dotProduct_neg]
    exact ⟨h1, tail 0 hk h1 (by rw [h0, neg_dotProduct, neg_neg])⟩
  | succ k ih =>
    obtain ⟨-, -, e1, -, e3⟩ := ih fun h => hk (grad_stays_zero h)
    have h1 : 𝐠 (k + 1) ⬝ᵥ 𝐝 (k + 1) = -(𝐠 (k + 1) ⬝ᵥ 𝐠 (k + 1)) := by
      rw [hdir, dotProduct_add, dotProduct_neg, dotProduct_smul, e1, smul_zero, add_zero]
    refine ⟨h1, tail (k + 1) hk h1 ?_⟩
    have h3 := congrArg (fun w => w ⬝ᵥ A *ᵥ 𝐝 (k + 1)) (hdir k)
    simp only [add_dotProduct, neg_dotProduct, smul_dotProduct, smul_eq_mul] at h3
    rw [dot_symm hS (𝐝 k), e3] at h3
    linarith
```

For $g_k\neq0$ the theorem states five relations:

$$g_k\cdot d_k=-g_k\cdot g_k,\quad \alpha_k>0,\quad g_{k+1}\cdot d_k=0,\quad g_{k+1}\cdot g_k=0,\quad d_{k+1}\cdot Ad_k=0 .$$

The local lemma `tail` derives the last four from two inputs, $g_k\cdot d_k=-g_k\cdot g_k$ and $g_k\cdot Ad_k=-d_k\cdot Ad_k$.

The first input rules out $d_k=0$, so the curvature $d_k\cdot Ad_k$ is positive. The step formula then gives $\alpha_k\,d_k\cdot Ad_k=g_k\cdot g_k$ (`ha`), and therefore $\alpha_k>0$. Taking dot products of the gradient recursion with $d_k$ and $g_k$ yields

$$g_{k+1}\cdot d_k=-g_k\cdot g_k+g_k\cdot g_k=0,$$
$$g_{k+1}\cdot g_k=g_k\cdot g_k-\alpha_k\,d_k\cdot Ad_k=0 .$$

These are `e1` and `e2`. Taking the dot product with $g_{k+1}$ instead gives $g_{k+1}\cdot g_{k+1}=\alpha_k\,g_{k+1}\cdot Ad_k$ (`e4`). Since $\beta_k\,g_k\cdot g_k=g_{k+1}\cdot g_{k+1}$ (`hβ`),

$$\alpha_k\,d_{k+1}\cdot Ad_k=-\alpha_k\,g_{k+1}\cdot Ad_k+\beta_k\alpha_k\,d_k\cdot Ad_k=-g_{k+1}\cdot g_{k+1}+\beta_k\,g_k\cdot g_k=0,$$

and $\alpha_k$ can be cancelled.

Induction supplies the two inputs. At $k=0$ both follow from $d_0=-g_0$. At step $k+1$, the definition of $d_{k+1}$ and $g_{k+1}\cdot d_k=0$ give the first. For the second,

$$d_{k+1}\cdot Ad_{k+1}=-g_{k+1}\cdot Ad_{k+1}+\beta_k\,d_k\cdot Ad_{k+1},$$

and the last term vanishes, because symmetry turns $d_k\cdot Ad_{k+1}$ into $d_{k+1}\cdot Ad_k=0$.

## One value for all three coefficients

```lean
/-- For symmetric positive definite `A`, at a nonzero gradient of the run, the next gradient is
orthogonal to it, the Hestenes-Stiefel denominator is positive, and the Polak-Ribière and
Hestenes-Stiefel coefficients equal the Fletcher-Reeves coefficient. -/
theorem coefficients_agree (hS : A.IsSymm) (hP : ∀ v ≠ 0, 0 < v ⬝ᵥ A *ᵥ v) (k : ℕ)
    (hk : 𝐠 k ≠ 0) :
    𝐠 (k + 1) ⬝ᵥ 𝐠 k = 0 ∧ 0 < 𝐝 k ⬝ᵥ (𝐠 (k + 1) - 𝐠 k) ∧
      polakRibiere (𝐠 k) (𝐠 (k + 1)) = fletcherReeves (𝐠 k) (𝐠 (k + 1)) ∧
      hestenesStiefel (𝐝 k) (𝐠 k) (𝐠 (k + 1)) = fletcherReeves (𝐠 k) (𝐠 (k + 1)) := by
  obtain ⟨h1, -, e1, e2, -⟩ := step_relations hS hP k hk
  -- orthogonality reduces the denominator and the numerator to squared gradient norms
  have hden : 𝐝 k ⬝ᵥ (𝐠 (k + 1) - 𝐠 k) = 𝐠 k ⬝ᵥ 𝐠 k := by
    rw [dotProduct_sub, dotProduct_comm (𝐝 k) (𝐠 (k + 1)), e1,
      dotProduct_comm (𝐝 k) (𝐠 k), h1]
    ring
  have hnum : 𝐠 (k + 1) ⬝ᵥ (𝐠 (k + 1) - 𝐠 k) = 𝐠 (k + 1) ⬝ᵥ 𝐠 (k + 1) := by
    rw [dotProduct_sub, e2, sub_zero]
  exact ⟨e2, by rw [hden]; exact dot_self_pos hk, by rw [polakRibiere, fletcherReeves, hnum],
    by rw [hestenesStiefel, fletcherReeves, hnum, hden]⟩

end

end NonlinearConjugateGradient
```

The only condition on the step is $g_k\neq0$; the new gradient may be zero. Orthogonality of successive gradients reduces the numerator shared by Polak-Ribière and Hestenes-Stiefel (`hnum`):

$$g_{k+1}\cdot(g_{k+1}-g_k)=g_{k+1}\cdot g_{k+1}.$$

The Hestenes-Stiefel denominator becomes (`hden`)

$$d_k\cdot(g_{k+1}-g_k)=0-d_k\cdot g_k=g_k\cdot g_k>0 .$$

All three coefficients are therefore $\dfrac{g_{k+1}\cdot g_{k+1}}{g_k\cdot g_k}$.

The theorem concerns consecutive gradients in exact real arithmetic, and makes no statement about how many steps the minimization takes. For orbital minimization it describes an unconstrained quadratic model of the energy, so differences between the coefficients in a real calculation reflect departures from the theorem's assumptions, such as anharmonicity, constraints, inexact line searches or rounding.

```lean
#print axioms NonlinearConjugateGradient.lineStep_minimizes
-- 'NonlinearConjugateGradient.lineStep_minimizes' depends on axioms: [propext, Classical.choice, Quot.sound]
#print axioms NonlinearConjugateGradient.coefficients_agree
-- 'NonlinearConjugateGradient.coefficients_agree' depends on axioms: [propext, Classical.choice, Quot.sound]
```

## Without symmetry, and beyond quadratics

Symmetry of $A$ matters from the second step on. Take

$$A=\begin{pmatrix}1&1\\-1&1\end{pmatrix},\qquad b=(-1,0),\qquad x_0=0 .$$

Then $v\cdot Av=v\cdot v$, so positivity holds, but $Ax-b$ is no longer the gradient of $E$. The same recursion gives $g_0=(1,0)$, $g_1=(0,1)$, $d_1=(-1,-1)$ and $g_2=(-1,1)$. Now $g_2\cdot g_1=1$, and the Fletcher-Reeves coefficient is $2$ while the other two are $1$.

Suppose instead that the energy is a general differentiable function, and that the step length is required only to make the new gradient orthogonal to the search direction. A short argument by hand, separate from the Lean development, shows what would change: at nonzero gradients Polak-Ribière and Hestenes-Stiefel would still agree, since $d_k\cdot(g_{k+1}-g_k)=g_k\cdot g_k$ uses only that orthogonality and the form of $d_k$. Agreement with Fletcher-Reeves would be lost in general, because it needs $g_{k+1}\cdot g_k=0$.
